# The second-order energy error of frozen decoupling as a sum over negative levels

Two-component relativistic calculations can keep the decoupling transformation of the unperturbed Dirac matrix while a perturbation is switched on, and the question is what this does to an energy level. We model the frozen decoupling as a projection: the perturbed matrix is compressed to the span of the unperturbed positive-energy eigenvectors, and this span does not change with the perturbation.

Let H be an invertible Hermitian operator on a finite-dimensional space, with orthonormal eigenvectors b_n and levels e_n, and let K be Hermitian. Let e_i > 0 be a simple level. Suppose that H + tK has a twice continuously differentiable family of levels E(t) and unit eigenvectors ψ(t), that the compression has such a family ε(t), φ(t), and that E(0) = ε(0) = e_i. With K_ni = ⟨b_n, K b_i⟩, the claim is

E′(0) = ε′(0),

E″(0) − ε″(0) = 2 Σ_{e_n<0} |K_ni|²/(e_i − e_n) ≥ 0.

For a simple level of a one-electron Dirac matrix in a fixed finite basis, this is the error of frozen decoupling in the second derivative of the energy. For a level in a static electric field the polarizability along the field is −E″(0), so its frozen value is never too small. Without a magnetic field the levels of the full matrix are at least doubly degenerate (Kramers pairs). The result can then be applied within a symmetry block that H and K both preserve, if the level is simple there; an example of such a block is the states of one m_j for an atom in an electric field along z. First-order properties of the level are unaffected.

## Perturbation theory with some levels retained

Both cases follow from one calculation. Let S be the set of retained levels, with i in S, and let E(t), ψ(t) now denote the eigenpair of H + tK compressed to their span. Write a_n(t) = ⟨b_n, ψ(t)⟩, which vanishes for n outside S. Pairing the eigenvalue equation with b_n, for n in S, and using hermiticity gives

(E(t) − e_n) a_n(t) = t g_n(t), where g_n(t) = ⟨K b_n, ψ(t)⟩.

At t = 0 this reads (e_i − e_n) a_n(0) = 0. Since e_i is simple, only a_i(0) survives, so ψ(0) = c b_i with |c| = 1.

Differentiating once at t = 0 gives

E′(0) a_n(0) + (e_i − e_n) a_n′(0) = g_n(0) = c K_ni.

For n = i this is E′(0) = K_ii. For the other n in S it is a_n′(0) = c K_ni/(e_i − e_n).

Differentiating twice and setting n = i gives

c E″(0) + 2E′(0) a_i′(0) = 2g_i′(0).

Expanding ψ′(0) in the retained states, with K_in = K_ni*, gives

g_i′(0) = Σ_{n∈S} K_in a_n′(0) = K_ii a_i′(0) + c Σ_{n∈S, n≠i} |K_ni|²/(e_i − e_n).

The terms in a_i′(0) cancel because E′(0) = K_ii. Dividing by c leaves

E″(0) = 2 Σ_{n∈S, n≠i} |K_ni|²/(e_i − e_n).

The exact level has all n in S, the frozen one only those with e_n > 0. Both slopes are K_ii. The curvatures differ by the terms with e_n ≤ 0, and invertibility excludes e_n = 0. Each remaining denominator is positive, which gives the sign.

## Eigenpair families in Lean

The space `V` carries a complex inner product, linear in its second argument. The basis `b` has a finite index type `ι`, so `V` is finite-dimensional. The letter `i` is a level index, not the imaginary unit.

```lean
import Mathlib

open scoped InnerProductSpace

noncomputable section

namespace FrozenDecoupling

variable {V ι : Type*} [NormedAddCommGroup V] [InnerProductSpace ℂ V] [Fintype ι]
  [DecidableEq ι] {H K : V →ₗ[ℂ] V} {E ε : ℝ → ℝ} {ψ φ : ℝ → V}
  {b : OrthonormalBasis ι ℂ V} {e : ι → ℝ} {i : ι} {S : Finset ι}
```

The next definition treats the exact and the compressed problem together. The state has no component outside `S`, and the eigenvalue equation is tested only against `b n` with `n ∈ S`. The conditions are imposed for every real t, and the existence of such a family is assumed.

```lean
/-- `E t` and the unit vector `ψ t` are a twice continuously differentiable eigenpair family of
the compression of `H + t K` to the span of the `b n` with `n ∈ S`. All `n` give `H + t K`. -/
def IsEigenFamily (b : OrthonormalBasis ι ℂ V) (S : Finset ι) (H K : V →ₗ[ℂ] V)
    (E : ℝ → ℝ) (ψ : ℝ → V) : Prop :=
  ContDiff ℝ 2 E ∧ ContDiff ℝ 2 ψ ∧ ∀ t : ℝ, ‖ψ t‖ = 1 ∧ (∀ n ∉ S, ⟪b n, ψ t⟫_ℂ = 0) ∧
    ∀ n ∈ S, ⟪b n, H (ψ t) + (t : ℂ) • K (ψ t)⟫_ℂ = E t * ⟪b n, ψ t⟫_ℂ
```

The operator |u⟩⟨v| is needed only for the example at the end.

```lean
/-- The operator `|u⟩⟨v|`. -/
def ketBra (u v : V) : V →ₗ[ℂ] V where
  toFun x := ⟪v, x⟫_ℂ • u
  map_add' x y := by rw [inner_add_right, add_smul]
  map_smul' c x := by rw [inner_smul_right, mul_smul, RingHom.id_apply]
```

## Differentiating the amplitude equation

This lemma contains the calculus. It applies the product rule to both sides of (E − e₀)a = tg and equates the results by uniqueness of the derivative, first at every t and then once more at t = 0.

```lean
/-- The amplitude equation `(E - e₀) a = t g`, for twice continuously differentiable `E`, `a`
and `g`, differentiated once and twice at `t = 0`. -/
theorem amplitude_derivatives {a g : ℝ → ℂ} {e₀ : ℝ} (hE : ContDiff ℝ 2 E)
    (ha : ContDiff ℝ 2 a) (hg : ContDiff ℝ 2 g)
    (h : ∀ t : ℝ, ((E t : ℂ) - e₀) * a t = t * g t) :
    ((deriv E 0 : ℝ) : ℂ) * a 0 + ((E 0 : ℂ) - e₀) * deriv a 0 = g 0 ∧
    ((deriv (deriv E) 0 : ℝ) : ℂ) * a 0 + 2 * ((deriv E 0 : ℝ) : ℂ) * deriv a 0
      + ((E 0 : ℂ) - e₀) * deriv (deriv a) 0 = 2 * deriv g 0 := by
  have hu (t : ℝ) := (hE.differentiable (by norm_num) t).hasDerivAt.ofReal_comp.sub_const (e₀ : ℂ)
  have ha1 (t : ℝ) := (ha.differentiable (by norm_num) t).hasDerivAt
  have hg1 (t : ℝ) := (hg.differentiable (by norm_num) t).hasDerivAt
  have h1 (t : ℝ) : ((deriv E t : ℝ) : ℂ) * a t + ((E t : ℂ) - e₀) * deriv a t
      = g t + t * deriv g t := by
    have hl : HasDerivAt (fun s : ℝ => ((E s : ℂ) - e₀) * a s) _ t := (hu t).mul (ha1 t)
    have hr : HasDerivAt (fun s : ℝ => (s : ℂ) * g s) _ t :=
      (hasDerivAt_id t).ofReal_comp.mul (hg1 t)
    rw [funext h] at hl
    simpa using hl.unique hr
  refine ⟨by simpa using h1 0, ?_⟩
  have hl : HasDerivAt (fun s : ℝ => ((deriv E s : ℝ) : ℂ) * a s
      + ((E s : ℂ) - e₀) * deriv a s) _ 0 :=
    ((hE.differentiable_deriv_two 0).hasDerivAt.ofReal_comp.mul (ha1 0)).add
      ((hu 0).mul (ha.differentiable_deriv_two 0).hasDerivAt)
  have hr : HasDerivAt (fun s : ℝ => g s + (s : ℂ) * deriv g s) _ 0 :=
    (hg1 0).add ((hasDerivAt_id (0 : ℝ)).ofReal_comp.mul
      (hg.differentiable_deriv_two 0).hasDerivAt)
  rw [funext h1] at hl
  have h2 := hl.unique hr
  simp only [id, Complex.ofReal_one, Complex.ofReal_zero] at h2
  linear_combination h2
```

## Slope and curvature for a retained set

`IsSymmetric` says that an operator is Hermitian, `hb` that the `b n` are eigenvectors of `H`, and `hs` that `e i` is simple. The conclusion gives E′(0) = K_ii and the curvature formula, where `S.erase i` is S without i.

In the proof, `heq` is the amplitude equation, `hz` and `hc` give ψ(0) = c b_i, and `hf` is the first-order equation. The vector `d` is ψ′(0). `hS` expands g_i′(0) = ⟨K b_i, ψ′(0)⟩ in the retained states, and `hsum` evaluates it with the first-order amplitudes. The last lines cancel the terms in a_i′(0) and the factor c.

```lean
/-- First- and second-order perturbation theory for a simple level of a Hermitian `H` under a
Hermitian `K`, with only the levels in `S` retained. -/
theorem perturbation_theory (hH : H.IsSymmetric) (hK : K.IsSymmetric)
    (hb : ∀ n, H (b n) = (e n : ℂ) • b n) (hs : ∀ n, n ≠ i → e n ≠ e i) (hi : i ∈ S)
    (h : IsEigenFamily b S H K E ψ) (h0 : E 0 = e i) :
    ((deriv E 0 : ℝ) : ℂ) = ⟪b i, K (b i)⟫_ℂ ∧ deriv (deriv E) 0
      = 2 * ∑ n ∈ S.erase i, ‖⟪b n, K (b i)⟫_ℂ‖ ^ 2 / (e i - e n) := by
  obtain ⟨hE, hψ, h⟩ := h
  obtain ⟨d, hd⟩ : ∃ d, HasDerivAt ψ d 0 :=
    ⟨_, (hψ.differentiable (by norm_num) 0).hasDerivAt⟩
  have hin (x : V) : deriv (fun t => ⟪x, ψ t⟫_ℂ) 0 = ⟪x, d⟫_ℂ := by
    rw [((hasDerivAt_const (0 : ℝ) x).inner ℂ hd).deriv, inner_zero_left, add_zero]
  have hC (x : V) : ContDiff ℝ 2 (fun t => ⟪x, ψ t⟫_ℂ) := contDiff_const.inner ℂ hψ
  have hgap (n : ι) (hn : n ≠ i) : (e i : ℂ) - e n ≠ 0 :=
    sub_ne_zero.mpr (by exact_mod_cast (hs n hn).symm)
  have heq (n : ι) (hn : n ∈ S) (t : ℝ) :
      ((E t : ℂ) - e n) * ⟪b n, ψ t⟫_ℂ = t * ⟪K (b n), ψ t⟫_ℂ := by
    have h1 := (h t).2.2 n hn
    rw [inner_add_right, inner_smul_right, ← hH (b n) (ψ t), ← hK (b n) (ψ t), hb,
      inner_smul_left, Complex.conj_ofReal] at h1
    linear_combination -h1
  -- at `t = 0` the state is the basis state up to a factor
  have hz (n : ι) (hn : n ≠ i) : ⟪b n, ψ 0⟫_ℂ = 0 := by
    by_cases hS : n ∈ S
    · have h1 := heq n hS 0
      rw [h0, Complex.ofReal_zero, zero_mul] at h1
      exact (mul_eq_zero.mp h1).resolve_left (hgap n hn)
    · exact (h 0).2.1 n hS
  obtain ⟨c, hc⟩ : ∃ c : ℂ, ψ 0 = c • b i := ⟨_, (b.sum_repr' (ψ 0)).symm.trans
    (Finset.sum_eq_single i (fun n _ hn => by rw [hz n hn, zero_smul]) (by simp))⟩
  have hc0 : c ≠ 0 := by
    intro h1
    have h2 := (h 0).1
    rw [hc, h1, zero_smul, norm_zero] at h2
    exact zero_ne_one h2
  have hx (x : V) : ⟪x, ψ 0⟫_ℂ = c * ⟪x, b i⟫_ℂ := by rw [hc, inner_smul_right]
  have hii : ⟪b i, b i⟫_ℂ = 1 := by simp
  have hf (n : ι) (hn : n ∈ S) : ((deriv E 0 : ℝ) : ℂ) * ⟪b n, ψ 0⟫_ℂ
      + ((e i : ℂ) - e n) * ⟪b n, d⟫_ℂ = ⟪K (b n), ψ 0⟫_ℂ := by
    simpa only [h0, hin] using (amplitude_derivatives hE (hC _) (hC _) (heq n hn)).1
  have hE1 : ((deriv E 0 : ℝ) : ℂ) = ⟪b i, K (b i)⟫_ℂ := by
    have h1 := hf i hi
    rw [hx (b i), hx (K (b i)), hii, hK (b i) (b i)] at h1
    apply mul_left_cancel₀ hc0
    linear_combination h1
  refine ⟨hE1, ?_⟩
  -- expand the first-order response in the retained levels
  have hS : ∑ n ∈ S, ⟪K (b i), b n⟫_ℂ * ⟪b n, d⟫_ℂ = ⟪K (b i), d⟫_ℂ := by
    rw [← b.sum_inner_mul_inner (K (b i)) d]
    refine Finset.sum_subset (Finset.subset_univ S) fun n _ hn => ?_
    rw [← hin (b n), funext fun t => (h t).2.1 n hn, deriv_const, mul_zero]
  have hsum : ⟪K (b i), d⟫_ℂ = ((deriv E 0 : ℝ) : ℂ) * ⟪b i, d⟫_ℂ
      + c * ((∑ n ∈ S.erase i, ‖⟪b n, K (b i)⟫_ℂ‖ ^ 2 / (e i - e n) : ℝ) : ℂ) := by
    rw [← hS, ← Finset.add_sum_erase S _ hi, hE1, hK (b i) (b i), Complex.ofReal_sum,
      Finset.mul_sum]
    congr 1
    refine Finset.sum_congr rfl fun n hn => ?_
    have hni := Finset.ne_of_mem_erase hn
    have h1 := hf n (Finset.mem_of_mem_erase hn)
    rw [hz n hni, hx, hK (b n) (b i)] at h1
    have h2 : ⟪b n, d⟫_ℂ = c * ⟪b n, K (b i)⟫_ℂ / ((e i : ℂ) - e n) := by
      rw [eq_div_iff (hgap n hni)]
      linear_combination h1
    rw [h2, ← inner_conj_symm (K (b i)) (b n)]
    push_cast
    rw [← Complex.conj_mul']
    ring
  have h2 := (amplitude_derivatives hE (hC _) (hC _) (heq i hi)).2
  simp only [h0, hin, sub_self, zero_mul, add_zero] at h2
  rw [hsum, hx, hii] at h2
  apply Complex.ofReal_injective
  apply mul_left_cancel₀ hc0
  rw [Complex.ofReal_mul, Complex.ofReal_ofNat]
  linear_combination h2
```

## Exact minus frozen

Here `E`, `ψ` belong to the full operator, with `Finset.univ` as the retained set, and `ε`, `φ` to the frozen one, with `{n | 0 < e n}`. The zero of energy must lie between the electronic and the negative-energy levels, so the rest energy is not subtracted.

The proof applies the previous theorem twice. `hne` excludes a zero level, `key` subtracts the two sums, and the inequality follows term by term.

```lean
/-- For an invertible Hermitian `H`, a Hermitian `K` and a simple positive level, exact and frozen
slopes agree at `t = 0`; the exact second derivative exceeds the frozen one by a nonnegative sum
over the negative levels. -/
theorem frozen_decoupling_error (hH : H.IsSymmetric) (hK : K.IsSymmetric)
    (hinv : Function.Bijective H) (hb : ∀ n, H (b n) = (e n : ℂ) • b n)
    (hs : ∀ n, n ≠ i → e n ≠ e i) (hi : 0 < e i)
    (hE : IsEigenFamily b Finset.univ H K E ψ) (hE0 : E 0 = e i)
    (hF : IsEigenFamily b {n | 0 < e n} H K ε φ) (hF0 : ε 0 = e i) :
    deriv E 0 = deriv ε 0 ∧ deriv (deriv E) 0 - deriv (deriv ε) 0
      = 2 * ∑ n with e n < 0, ‖⟪b n, K (b i)⟫_ℂ‖ ^ 2 / (e i - e n) ∧
    deriv (deriv ε) 0 ≤ deriv (deriv E) 0 := by
  have hip : i ∈ Finset.univ.filter (fun n => 0 < e n) := by simp [hi]
  obtain ⟨h1, h2⟩ := perturbation_theory hH hK hb hs (Finset.mem_univ i) hE hE0
  obtain ⟨h3, h4⟩ := perturbation_theory hH hK hb hs hip hF hF0
  -- invertibility excludes a zero level
  have hne (n : ι) : e n ≠ 0 := fun h => b.orthonormal.ne_zero n
    (hinv.1 (by rw [hb, h, Complex.ofReal_zero, zero_smul, map_zero]))
  have hneg : Finset.univ.filter (fun n => ¬ 0 < e n) = Finset.univ.filter (fun n => e n < 0) :=
    Finset.filter_congr fun n _ =>
      ⟨fun h => lt_of_le_of_ne (not_lt.mp h) (hne n), fun h => not_lt.mpr h.le⟩
  have key (f : ι → ℝ) : ∑ n ∈ Finset.univ.erase i, f n
      - ∑ n ∈ (Finset.univ.filter (fun n => 0 < e n)).erase i, f n = ∑ n with e n < 0, f n := by
    have hA := Finset.add_sum_erase Finset.univ f (Finset.mem_univ i)
    have hB := Finset.add_sum_erase _ f hip
    have hD := Finset.sum_filter_add_sum_filter_not Finset.univ (fun n => 0 < e n) f
    rw [hneg] at hD
    linarith
  have hd := congrArg₂ (· - ·) h2 h4
  simp only [← mul_sub, key] at hd
  refine ⟨Complex.ofReal_injective (h1.trans h3.symm), hd, ?_⟩
  rw [← sub_nonneg, hd]
  refine mul_nonneg zero_le_two (Finset.sum_nonneg fun n hn => div_nonneg (sq_nonneg _) ?_)
  have hn' := (Finset.mem_filter.mp hn).2
  linarith
```

To carry this over to a two-component program, one must identify its frozen matrix with the compression used here, which requires that the transformation decouple the unperturbed matrix exactly. The operator K is also fixed, so the self-consistent response of a Kohn–Sham potential is absent.

Invertibility matters for the curvature formula if K couples b_i to a zero level. Take H = diag(1, 0) and let K have zero diagonal and unit off-diagonal entries. The exact level is (1 + √(1 + 4t²))/2, with curvature 2 at t = 0, while the frozen level is constantly 1. There are no negative levels, so the formula would give 2 = 0.

## A two-level example

With levels 1 and −1 coupled by K, the exact level is √(1 + t²) and the frozen level is 1. Their curvatures at t = 0 are 1 and 0, in agreement with 2 · 1/(1 − (−1)) = 1. The theorem supplies the operators and both eigenpair families; the remaining conditions, for the index i = 0, can be read off from the values.

The exact state is cos(θ/2) b_0 + sin(θ/2) b_1 with θ = arctan t. The half-angle relations `h1` and `h2`, multiplied by √(1 + t²), are the two components of its eigenvalue equation. Bijectivity of `H` follows from H² = 1.

```lean
/-- Two-level model: `H = |0⟩⟨0| - |1⟩⟨1|` and `K = |0⟩⟨1| + |1⟩⟨0|` have the exact level
`√(1 + t²)` and the frozen level `1`, with eigenpair families as required. -/
theorem frozen_decoupling_witness (b : OrthonormalBasis (Fin 2) ℂ V) :
    let H := ketBra (b 0) (b 0) - ketBra (b 1) (b 1)
    let K := ketBra (b 0) (b 1) + ketBra (b 1) (b 0)
    let e : Fin 2 → ℝ := ![1, -1]
    H.IsSymmetric ∧ K.IsSymmetric ∧ Function.Bijective H ∧ (∀ n, H (b n) = (e n : ℂ) • b n) ∧
    IsEigenFamily b Finset.univ H K (fun t => √(1 + t ^ 2)) (fun t =>
      (Real.cos (Real.arctan t / 2) : ℂ) • b 0 + (Real.sin (Real.arctan t / 2) : ℂ) • b 1) ∧
    IsEigenFamily b {n | 0 < e n} H K (fun _ => 1) (fun _ => b 0) := by
  intro H K e
  have ho := orthonormal_iff_ite.mp b.orthonormal
  have hH0 : H (b 0) = b 0 := by simp [H, ketBra, ho]
  have hH1 : H (b 1) = -b 1 := by simp [H, ketBra, ho]
  have hK0 : K (b 0) = b 1 := by simp [K, ketBra, ho]
  have hK1 : K (b 1) = b 0 := by simp [K, ketBra, ho]
  refine ⟨fun x y => ?_, fun x y => ?_, ?_, ?_, ⟨?_, ?_, fun t => ⟨?_, by simp, fun n _ => ?_⟩⟩,
    contDiff_const, contDiff_const, fun t => ⟨b.orthonormal.1 0, ?_, ?_⟩⟩
  · simp only [H, ketBra, LinearMap.sub_apply, LinearMap.coe_mk, AddHom.coe_mk, inner_sub_left,
      inner_sub_right, inner_smul_left, inner_smul_right, inner_conj_symm]
    ring
  · simp only [K, ketBra, LinearMap.add_apply, LinearMap.coe_mk, AddHom.coe_mk, inner_add_left,
      inner_add_right, inner_smul_left, inner_smul_right, inner_conj_symm]
    ring
  · refine Function.Involutive.bijective fun x => ?_
    have hx := b.sum_repr' x
    rw [Fin.sum_univ_two] at hx
    refine Eq.trans ?_ hx
    simp [H, ketBra, ho]
  · rw [Fin.forall_fin_two]
    simp [e, hH0, hH1]
  · exact ContDiff.sqrt (by fun_prop) (fun s => by positivity)
  · have hc : ContDiff ℝ 2 (fun s : ℝ => Real.cos (Real.arctan s / 2)) :=
      Real.contDiff_cos.comp (Real.contDiff_arctan.div_const 2)
    have hs : ContDiff ℝ 2 (fun s : ℝ => Real.sin (Real.arctan s / 2)) :=
      Real.contDiff_sin.comp (Real.contDiff_arctan.div_const 2)
    simp only [Complex.coe_smul]
    exact (hc.smul contDiff_const).add (hs.smul contDiff_const)
  · have hn (c s : ℝ) (hcs : c ^ 2 + s ^ 2 = 1) : ‖(c : ℂ) • b 0 + (s : ℂ) • b 1‖ = 1 := by
      have h1 : ⟪(c : ℂ) • b 0 + (s : ℂ) • b 1, (c : ℂ) • b 0 + (s : ℂ) • b 1⟫_ℂ = 1 := by
        have hcs' : (c : ℂ) ^ 2 + (s : ℂ) ^ 2 = 1 := by exact_mod_cast hcs
        simp only [inner_add_left, inner_add_right, inner_smul_left, inner_smul_right,
          Complex.conj_ofReal, ho, zero_ne_one, one_ne_zero, if_true, if_false]
        linear_combination hcs'
      have h2 := inner_self_eq_norm_sq (𝕜 := ℂ) ((c : ℂ) • b 0 + (s : ℂ) • b 1)
      rw [h1] at h2
      exact (pow_eq_one_iff_of_nonneg (norm_nonneg _) two_ne_zero).mp
        (h2.symm.trans RCLike.one_re)
    exact hn _ _ (Real.cos_sq_add_sin_sq (Real.arctan t / 2))
  · refine (congrArg (fun v => ⟪b n, v⟫_ℂ) ?_).trans (inner_smul_right _ _ _)
    -- half-angle relations for the mixing angle
    have h1 : Real.cos (Real.arctan t / 2) = Real.cos (Real.arctan t) *
        Real.cos (Real.arctan t / 2) + Real.sin (Real.arctan t) *
        Real.sin (Real.arctan t / 2) := by
      rw [← Real.cos_sub]; congr 1; ring
    have h2 : Real.sin (Real.arctan t / 2) = Real.sin (Real.arctan t) *
        Real.cos (Real.arctan t / 2) - Real.cos (Real.arctan t) *
        Real.sin (Real.arctan t / 2) := by
      rw [← Real.sin_sub]; congr 1; ring
    rw [Real.cos_arctan, Real.sin_arctan] at h1 h2
    have hv (c s w : ℝ) (hw : w ≠ 0) (h1 : c = 1 / w * c + t / w * s)
        (h2 : s = t / w * c - 1 / w * s) :
        H ((c : ℂ) • b 0 + (s : ℂ) • b 1) + (t : ℂ) • K ((c : ℂ) • b 0 + (s : ℂ) • b 1)
          = (w : ℂ) • ((c : ℂ) • b 0 + (s : ℂ) • b 1) := by
      have h3 : w * c = c + t * s := (congrArg (w * ·) h1).trans (by field_simp)
      have h4 : w * s = t * c - s := (congrArg (w * ·) h2).trans (by field_simp)
      have h5 : (c : ℂ) + t * s = w * c := by exact_mod_cast h3.symm
      have h6 : (t : ℂ) * c - s = w * s := by exact_mod_cast h4.symm
      simp only [map_add, map_smul, hH0, hH1, hK0, hK1]
      linear_combination (norm := module) h5 • b 0 + h6 • b 1
    exact hv _ _ _ (by positivity) h1 h2
  · rw [Fin.forall_fin_two]
    simp [e, ho]
  · rw [Fin.forall_fin_two]
    simp [e, hH0, hK0, ho]

end FrozenDecoupling
```

```lean
#print axioms FrozenDecoupling.frozen_decoupling_error
-- 'FrozenDecoupling.frozen_decoupling_error' depends on axioms: [propext, Classical.choice, Quot.sound]
```
